# Strain derivative of the kernel argument η = |G|/(2k) at zero strain

Stretch a crystal cell along the x axis by a factor λ > 1, with the number of electrons fixed. A wave vector along that axis shrinks to G/λ. The volume grows by λ, so the density falls by λ and the Fermi wave number, which goes as density^(1/3), becomes k0 λ^(-1/3). For this wave vector the ratio η = |G|/(2k) is multiplied by λ^(-2/3). A wave vector perpendicular to the x axis keeps its length, and its η is multiplied by λ^(1/3). Two effects compete: the change of G, which depends on direction, and the change of k, which does not.

The problems below treat a homogeneous deformation 1 + sS, where S is a real 3×3 matrix, symmetric for a pure strain, and s is a real parameter. In orbital-free density functional theory η is the argument of kinetic-energy kernels built on the response of the uniform electron gas; the model here has a single reference density for the whole cell.

```lean
import Mathlib

open Matrix

namespace KernelArgumentStrain

noncomputable section
```

Vectors are functions `Fin 3 → ℝ`, so indices run over 0, 1, 2. For symmetric S the strained wave vector is G(s) = (1 + sS)⁻¹ G. The same formula defines G(s) for other S, where the true reciprocal vector has the inverse transpose instead; part (f) compares the two.

```lean
/-- The vector `G(s) = (1 + sS)⁻¹ G`, for `1 + sS` invertible. For symmetric `S` it is the wave
vector of a cell strained by `sS`. -/
def strainedG (S : Matrix (Fin 3) (Fin 3) ℝ) (G : Fin 3 → ℝ) (s : ℝ) : Fin 3 → ℝ :=
  (1 + s • S)⁻¹ *ᵥ G
```

The reference wave number is k(s) = k0 det(1 + sS)^(-1/3), with a real power. This law is postulated; it stands for a fixed electron number in a changing volume.

```lean
/-- The reference wave number `k(s) = k0 det(1 + sS)^(-1/3)` of the strained cell,
for `det(1 + sS) > 0`. -/
def kScale (S : Matrix (Fin 3) (Fin 3) ℝ) (k0 s : ℝ) : ℝ :=
  k0 * (1 + s • S).det ^ (-1 / 3 : ℝ)
```

Length is Euclidean, |v| = √(v·v), and `⬝ᵥ` is the dot product.

```lean
/-- The Euclidean length of a vector. -/
def len (v : Fin 3 → ℝ) : ℝ := √(v ⬝ᵥ v)
```

The kernel argument is η(s) = |G(s)|/(2k(s)).

```lean
/-- The ratio `η(s) = |G(s)| / (2 k(s))` with `G(s) = (1 + sS)⁻¹ G`, for `det(1 + sS) > 0` and
`k0 ≠ 0`. For symmetric `S` it is the dimensionless kernel argument of the strained cell. -/
def kernelArg (S : Matrix (Fin 3) (Fin 3) ℝ) (k0 : ℝ) (G : Fin 3 → ℝ) (s : ℝ) : ℝ :=
  len (strainedG S G s) / (2 * kScale S k0 s)
```

The definitions carry their physical meaning where det(1 + sS) > 0, which holds for all s near 0. Below, `HasDerivAt f d 0` says that f is differentiable at s = 0 with derivative d.

## (a) A cubic in the strain parameter

Show that p(s) = a + sb + s²c + s³d satisfies

p'(0) = b.

Differentiating gives p'(s) = b + 2sc + 3s²d, and at s = 0 only b remains.

```lean
/-- A cubic polynomial in the strain parameter has its linear coefficient as derivative at zero. -/
lemma hasDerivAt_cubic (a b c d : ℝ) :
    HasDerivAt (fun s : ℝ => a + s * b + s ^ 2 * c + s ^ 3 * d) b 0 := by
  have h := ((((hasDerivAt_id' (0 : ℝ)).mul_const b).const_add a).fun_add
    ((hasDerivAt_pow 2 (0 : ℝ)).mul_const c)).fun_add ((hasDerivAt_pow 3 (0 : ℝ)).mul_const d)
  exact h.congr_deriv (by norm_num)
```

## (b) The cell volume

Show that the relative volume satisfies

d/ds det(1 + sS) = tr S at s = 0.

Expand the determinant by taking from each column either the unit column or s times the column of S. One column of S leaves a diagonal entry, two leave a principal 2×2 minor, and three leave det S. The principal minors sum to the trace of the adjugate, adj S, so

det(1 + sS) = 1 + s tr S + s² tr(adj S) + s³ det S.

Part (a) finishes the argument. The Lean proof checks the same expansion by `ring`.

```lean
/-- The relative cell volume `det(1 + sS)` changes at the rate `tr S` at zero strain. -/
theorem hasDerivAt_volume (S : Matrix (Fin 3) (Fin 3) ℝ) :
    HasDerivAt (fun s : ℝ => (1 + s • S).det) S.trace 0 := by
  have h : (fun s : ℝ => (1 + s • S).det) =
      fun s => 1 + s * S.trace + s ^ 2 * S.adjugate.trace + s ^ 3 * S.det := by
    funext s
    simp [Matrix.det_fin_three, Matrix.trace_fin_three, Matrix.adjugate_fin_three]
    ring
  rw [h]
  exact hasDerivAt_cubic _ _ _ _
```

## (c) The adjugate of 1 + sS

Show that

adj(1 + sS) = 1 + s(tr S · 1 − S) + s² adj S.

The (0,0) entry on the left is

(1 + sS₁₁)(1 + sS₂₂) − s²S₁₂S₂₁ = 1 + s(S₁₁ + S₂₂) + s²(S₁₁S₂₂ − S₁₂S₂₁),

and S₁₁ + S₂₂ = tr S − S₀₀. The (0,1) entry is

s²S₀₂S₂₁ − sS₀₁(1 + sS₂₂) = −sS₀₁ + s²(S₀₂S₂₁ − S₀₁S₂₂).

Both agree with the right-hand side, and relabelling the axes gives the other entries. Lean goes through all nine.

```lean
/-- The adjugate of `1 + sS` is a quadratic polynomial in the strain parameter. -/
lemma adjugate_strain (S : Matrix (Fin 3) (Fin 3) ℝ) (s : ℝ) :
    (1 + s • S).adjugate = 1 + s • (S.trace • 1 - S) + s ^ 2 • S.adjugate := by
  ext i j
  fin_cases i <;> fin_cases j <;>
    simp [Matrix.adjugate_fin_three, Matrix.trace_fin_three] <;> ring
```

## (d) The wave vector

Show that

G'(0) = −S G.

Since the inverse is the adjugate over the determinant, part (c) gives G(s) = N(s)/det(1 + sS) with

N(s) = G + s(tr S · G − S G) + s² (adj S) G.

At s = 0 the determinant is 1 with derivative tr S, so the quotient rule yields

G'(0) = (tr S · G − S G) − tr S · G = −S G.

Lean does this component by component, using (a) for the numerator and (b) for the denominator.

```lean
/-- The vector `G(s) = (1 + sS)⁻¹ G` has derivative `-S G` at `s = 0`. -/
theorem hasDerivAt_strainedG (S : Matrix (Fin 3) (Fin 3) ℝ) (G : Fin 3 → ℝ) :
    HasDerivAt (strainedG S G) (-(S *ᵥ G)) 0 := by
  refine hasDerivAt_pi.2 fun i => ?_
  have h1 : (1 + (0 : ℝ) • S).det = 1 := by simp
  have h := (hasDerivAt_cubic (G i) (S.trace * G i - (S *ᵥ G) i)
    ((S.adjugate *ᵥ G) i) 0).fun_div (hasDerivAt_volume S) (by simp)
  -- Cramer's rule writes each component as a polynomial over the determinant
  have he : (fun s => strainedG S G s i) = fun s : ℝ =>
      (G i + s * (S.trace * G i - (S *ᵥ G) i) + s ^ 2 * (S.adjugate *ᵥ G) i + s ^ 3 * 0)
        / (1 + s • S).det := by
    funext s
    rw [strainedG, Matrix.inv_def, adjugate_strain, Ring.inverse_eq_inv']
    simp only [Matrix.smul_mulVec, Matrix.add_mulVec, Matrix.sub_mulVec, Matrix.one_mulVec,
      Pi.add_apply, Pi.smul_apply, Pi.sub_apply, smul_eq_mul]
    ring
  rw [he]
  refine h.congr_deriv ?_
  simp only [h1, Pi.neg_apply]
  ring
```

## (e) The reference wave number and its square

Show that

k'(0) = −k0 tr S/3 and (k²)'(0) = −(2/3) k0² tr S.

By the chain rule and (b), k'(0) = k0 · (−1/3) · 1^(-4/3) · tr S. Then (k²)'(0) = 2k(0)k'(0), with k(0) = k0. In the uniform gas k² is proportional to the Fermi energy, which therefore falls when the cell expands.

```lean
/-- At zero strain `k` has derivative `-k0 tr S / 3` and `k²` has derivative
`-(2/3) k0² tr S`. -/
theorem hasDerivAt_kScale (S : Matrix (Fin 3) (Fin 3) ℝ) (k0 : ℝ) :
    HasDerivAt (kScale S k0) (-(k0 * S.trace / 3)) 0 ∧
    HasDerivAt (fun s => kScale S k0 s ^ 2) (-(2 / 3) * k0 ^ 2 * S.trace) 0 := by
  have h1 : (1 + (0 : ℝ) • S).det = 1 := by simp
  have hk : HasDerivAt (kScale S k0) (-(k0 * S.trace / 3)) 0 := by
    have h := ((hasDerivAt_volume S).rpow_const (p := (-1 / 3 : ℝ))
      (Or.inl (by simp))).const_mul k0
    refine h.congr_deriv ?_
    simp only [h1, Real.one_rpow]
    ring
  refine ⟨hk, (hk.fun_pow 2).congr_deriv ?_⟩
  have h0 : kScale S k0 0 = k0 := by simp [kScale]
  simp only [h0]
  norm_num
  ring
```

## (f) The kernel argument

For G ≠ 0 and k0 > 0, show that η(0) > 0 and

η'(0) = η(0) (tr S/3 − G·SG/|G|²).

At zero strain η(0) = |G|/(2k0) > 0. By (d), the squared length G(s)·G(s) has derivative −2 G·SG. Since |G| > 0, the square root is differentiable there, and the length has derivative −G·SG/|G|. With (e), the quotient rule gives

η'(0) = [−(G·SG/|G|) · 2k0 + |G| · 2k0 tr S/3]/(4k0²),

which is the stated result after factoring out |G|/(2k0). In Lean, `hdot`, `hlen` and the final `fun_div` are these three steps.

S need not be symmetric. For a general deformation, reciprocal vectors transform with the inverse transpose, but G·SᵀG = G·SG, so this first derivative is the same.

```lean
/-- For `G ≠ 0` and `k0 > 0` the kernel argument is positive at zero strain, and its strain
derivative there is `η (tr S / 3 - ⟨G, S G⟩ / |G|²)`. -/
theorem hasDerivAt_kernelArg (S : Matrix (Fin 3) (Fin 3) ℝ) {k0 : ℝ} (hk0 : 0 < k0)
    {G : Fin 3 → ℝ} (hG : G ≠ 0) :
    0 < kernelArg S k0 G 0 ∧
    HasDerivAt (kernelArg S k0 G)
      (kernelArg S k0 G 0 * (S.trace / 3 - (G ⬝ᵥ S *ᵥ G) / len G ^ 2)) 0 := by
  have hG0 : strainedG S G 0 = G := by simp [strainedG]
  have hK0 : kScale S k0 0 = k0 := by simp [kScale]
  have hnn : 0 ≤ G ⬝ᵥ G := Finset.sum_nonneg fun i _ => mul_self_nonneg (G i)
  have hne : G ⬝ᵥ G ≠ 0 := fun h => hG (dotProduct_self_eq_zero.1 h)
  have hr : 0 < len G := Real.sqrt_pos.2 (lt_of_le_of_ne hnn hne.symm)
  have he : kernelArg S k0 G 0 = len G / (2 * k0) := by rw [kernelArg, hG0, hK0]
  refine ⟨by rw [he]; positivity, ?_⟩
  -- the squared length, then the length, then the quotient
  have hc := hasDerivAt_pi.1 (hasDerivAt_strainedG S G)
  have hdot : HasDerivAt (fun s => strainedG S G s ⬝ᵥ strainedG S G s)
      (-2 * (G ⬝ᵥ S *ᵥ G)) 0 := by
    have h := HasDerivAt.fun_sum (u := Finset.univ) fun i _ => (hc i).fun_mul (hc i)
    refine h.congr_deriv ?_
    simp only [hG0, dotProduct, Fin.sum_univ_three, Pi.neg_apply]
    ring
  have hlen : HasDerivAt (fun s => len (strainedG S G s))
      (-2 * (G ⬝ᵥ S *ᵥ G) / (2 * len G)) 0 := by
    have h := hdot.sqrt (by rw [hG0]; exact hne)
    rw [hG0] at h
    exact h
  have h := hlen.fun_div ((hasDerivAt_kScale S k0).1.const_mul 2)
    (by rw [hK0]; positivity)
  refine h.congr_deriv ?_
  rw [he, hG0, hK0]
  field_simp
  ring
```

## (g) A kernel evaluated at η

Let w be differentiable at η(0), with G ≠ 0 and k0 > 0. Show that

d/ds w(η(s)) = w'(η(0)) η(0) (tr S/3 − G·SG/|G|²) at s = 0.

This is the chain rule applied to (f). The Lindhard function, the static response of the noninteracting uniform gas at zero temperature, has a divergent slope at η = 1, and so has its reciprocal. The formula therefore does not apply at that point to a kernel that is this reciprocal plus smooth terms.

In a plane-wave stress routine, the coefficient of Sᵢⱼ is

w'(η) η (δᵢⱼ/3 − GᵢGⱼ/|G|²),

where δᵢⱼ is 1 for i = j and 0 otherwise. It is accumulated over nonzero G with weights from the Fourier coefficients of the density, or of the powers of the density that the functional contains. The strain dependence of volume factors and of other energy terms is added separately.

```lean
/-- For `G ≠ 0`, `k0 > 0` and a kernel `w` differentiable at the unstrained argument, the
strain derivative of `w(η)` at zero strain is `w'(η) η (tr S / 3 - ⟨G, S G⟩ / |G|²)`. -/
theorem hasDerivAt_kernel (S : Matrix (Fin 3) (Fin 3) ℝ) {k0 : ℝ} (hk0 : 0 < k0)
    {G : Fin 3 → ℝ} (hG : G ≠ 0) {w : ℝ → ℝ} {w' : ℝ}
    (hw : HasDerivAt w w' (kernelArg S k0 G 0)) :
    HasDerivAt (fun s => w (kernelArg S k0 G s))
      (w' * (kernelArg S k0 G 0 * (S.trace / 3 - (G ⬝ᵥ S *ᵥ G) / len G ^ 2))) 0 :=
  hw.comp 0 (hasDerivAt_kernelArg S hk0 hG).2
```

## (h) Finite isotropic strain

Let S = c·1 with 1 + sc > 0. Show that

η(s) = |G|/(2k0).

Write a = 1 + sc. Then G(s) = G/a and det(1 + sS) = a³, so k(s) = k0 (a³)^(-1/3) = k0/a. The factor 1/a cancels in the ratio, for finite strain as well as to first order.

If k were held at k0 while G is strained, as for a reference density that does not follow the volume, the term tr S/3 would disappear from (f) and η would be multiplied by 1/a.

```lean
/-- A finite isotropic strain with stretch factor `1 + sc > 0` leaves the kernel argument
unchanged. -/
theorem kernelArg_isotropic (c k0 s : ℝ) (G : Fin 3 → ℝ) (ha : 0 < 1 + s * c) :
    kernelArg (c • 1) k0 G s = len G / (2 * k0) := by
  have hM : (1 : Matrix (Fin 3) (Fin 3) ℝ) + s • (c • 1) = (1 + s * c) • 1 := by
    rw [add_smul, one_smul, mul_smul]
  rw [kernelArg, strainedG, kScale, hM]
  generalize 1 + s * c = a at ha
  have hinv : (a • (1 : Matrix (Fin 3) (Fin 3) ℝ))⁻¹ = a⁻¹ • 1 := by
    apply Matrix.inv_eq_right_inv
    rw [smul_mul_smul_comm, one_mul, mul_inv_cancel₀ ha.ne', one_smul]
  have hdet : (a • (1 : Matrix (Fin 3) (Fin 3) ℝ)).det = a ^ 3 := by
    simp
  have hpow : (a ^ 3) ^ (-1 / 3 : ℝ) = a⁻¹ := by
    rw [← Real.rpow_natCast, ← Real.rpow_mul ha.le,
      show ((3 : ℕ) : ℝ) * (-1 / 3) = -1 by norm_num, Real.rpow_neg_one]
  have hlen : len (a⁻¹ • G) = a⁻¹ * len G := by
    rw [len, len, smul_dotProduct, dotProduct_smul, smul_eq_mul, smul_eq_mul, ← mul_assoc,
      Real.sqrt_mul (mul_self_nonneg _), Real.sqrt_mul_self (inv_nonneg.2 ha.le)]
  -- length and reference wave number scale by the same factor
  rw [hinv, hdet, hpow, Matrix.smul_mulVec, Matrix.one_mulVec, hlen,
    show 2 * (k0 * a⁻¹) = a⁻¹ * (2 * k0) by ring, mul_div_mul_left _ _ (inv_ne_zero ha.ne')]
```

## (i) Strains that leave every η stationary

For symmetric S and k0 > 0, show that

η'(0) = 0 for every G ≠ 0 ⇔ S = (tr S/3)·1.

Put t = tr S/3. If η is stationary, (f) and η(0) > 0 give G·SG = t G·G for every nonzero G. The coordinate vector eᵢ gives Sᵢᵢ = t. For i ≠ j, the sum eᵢ + eⱼ gives

Sᵢᵢ + Sⱼⱼ + Sᵢⱼ + Sⱼᵢ = 2t,

hence Sᵢⱼ + Sⱼᵢ = 0, and symmetry makes both zero. Conversely, S = t·1 gives G·SG/|G|² = t, and the bracket in (f) vanishes.

Symmetry excludes infinitesimal rotations: an antisymmetric S has tr S = 0 and G·SG = 0, so it leaves every η stationary too. In Lean, `key'` is the quadratic identity, tested on the six vectors, and `linarith` solves for the entries.

```lean
/-- For `k0 > 0` and symmetric `S`, the kernel argument is stationary at zero strain for every
nonzero wave vector exactly when the strain is isotropic. -/
theorem stationary_iff_isotropic {S : Matrix (Fin 3) (Fin 3) ℝ} (hS : S.IsSymm)
    {k0 : ℝ} (hk0 : 0 < k0) :
    (∀ G : Fin 3 → ℝ, G ≠ 0 → HasDerivAt (kernelArg S k0 G) 0 0) ↔
      S = (S.trace / 3) • 1 := by
  have hsq : ∀ G : Fin 3 → ℝ, len G ^ 2 = G ⬝ᵥ G := fun G =>
    Real.sq_sqrt (Finset.sum_nonneg fun i _ => mul_self_nonneg (G i))
  constructor
  · intro h
    have key : ∀ G : Fin 3 → ℝ, G ≠ 0 → G ⬝ᵥ S *ᵥ G = S.trace / 3 * (G ⬝ᵥ G) := by
      intro G hG
      obtain ⟨hpos, hd⟩ := hasDerivAt_kernelArg S hk0 hG
      have h0 := (mul_eq_zero.1 (hd.unique (h G hG))).resolve_left hpos.ne'
      have hne : G ⬝ᵥ G ≠ 0 := fun h => hG (dotProduct_self_eq_zero.1 h)
      rw [hsq] at h0
      exact (div_eq_iff hne).1 (sub_eq_zero.1 h0).symm
    generalize S.trace / 3 = t at key ⊢
    have key' : ∀ x y z : ℝ, ![x, y, z] ≠ 0 →
        x * (S 0 0 * x + S 0 1 * y + S 0 2 * z) + y * (S 1 0 * x + S 1 1 * y + S 1 2 * z)
          + z * (S 2 0 * x + S 2 1 * y + S 2 2 * z) = t * (x * x + y * y + z * z) := by
      intro x y z hv
      have h1 := key ![x, y, z] hv
      simp only [Matrix.mulVec, dotProduct, Fin.sum_univ_three] at h1
      exact h1
    -- coordinate vectors give the diagonal, their pairwise sums the rest
    have a0 := key' 1 0 0 (fun h => one_ne_zero (congrFun h 0))
    have a1 := key' 0 1 0 (fun h => one_ne_zero (congrFun h 1))
    have a2 := key' 0 0 1 (fun h => one_ne_zero (congrFun h 2))
    have b0 := key' 1 1 0 (fun h => one_ne_zero (congrFun h 0))
    have b1 := key' 1 0 1 (fun h => one_ne_zero (congrFun h 0))
    have b2 := key' 0 1 1 (fun h => one_ne_zero (congrFun h 1))
    have s0 := hS.apply 0 1
    have s1 := hS.apply 0 2
    have s2 := hS.apply 1 2
    ext i j
    fin_cases i <;> fin_cases j <;> simp <;> linarith
  · intro h G hG
    have hv : S *ᵥ G = (S.trace / 3) • G := by
      conv_lhs => rw [h]
      rw [Matrix.smul_mulVec, Matrix.one_mulVec]
    have hne : G ⬝ᵥ G ≠ 0 := fun h => hG (dotProduct_self_eq_zero.1 h)
    refine (hasDerivAt_kernelArg S hk0 hG).2.congr_deriv ?_
    rw [hsq, hv, dotProduct_smul, smul_eq_mul, mul_div_cancel_right₀ _ hne, sub_self, mul_zero]

end

end KernelArgumentStrain
```

```lean
#print axioms KernelArgumentStrain.hasDerivAt_kernel
#print axioms KernelArgumentStrain.kernelArg_isotropic
#print axioms KernelArgumentStrain.stationary_iff_isotropic
```

```
'KernelArgumentStrain.hasDerivAt_kernel' depends on axioms: [propext, Classical.choice, Quot.sound]
'KernelArgumentStrain.kernelArg_isotropic' depends on axioms: [propext, Classical.choice, Quot.sound]
'KernelArgumentStrain.stationary_iff_isotropic' depends on axioms: [propext, Classical.choice, Quot.sound]
```
